# With kinetic and exchange energy alone, the unpolarised and fully polarised electron gas are both local minima in the uniform spin polarisation around the Bloch transition

Let a uniform three-dimensional electron gas at zero temperature have spin polarisation \(z\), the difference of the two spin densities divided by their sum (usually written \(\zeta\)). If its energy per electron is the sum of kinetic and exchange terms,

\[
E(z)=\frac A2\left[(1+z)^{5/3}+(1-z)^{5/3}\right]-\frac B2\left[(1+z)^{4/3}+(1-z)^{4/3}\right],\qquad A>0,
\]

then \(z=0\) and \(z=1\) are both strict local minimisers on \([0,1]\) exactly when

\[
\tfrac54\,2^{1/3}A<B<\tfrac52A .
\]

Here \(A\) is the kinetic energy per electron of the unpolarised gas and \(B\) the magnitude of its exchange energy per electron. In Hartree units \(A=\tfrac{3}{10}k_F^2\) and \(B=\tfrac{3}{4\pi}k_F\), with \(k_F\) the Fermi wave number of the unpolarised gas, so \(B/A=5/(2\pi k_F)\) grows as the gas is diluted.

If the gas stays in its local minimum until that minimum disappears, dilution keeps it unpolarised up to \(B/A=2.5\), while compression keeps it polarised down to \(B/A\approx1.575\). This is the hysteresis loop. Between these two ratios, a descent in \(z\) in this correlation-free model can therefore end in either state, depending on its starting point.

## The sign of the slope decides

Put \(u=(1+z)^{1/3}\), \(v=(1-z)^{1/3}\) and \(S=u+v\). For \(0<z<1\), differentiation gives

\[
E'(z)=\tfrac{5A}{6}(u^2-v^2)-\tfrac{2B}{3}(u-v)=(u-v)\left(\tfrac{5A}{6}S-\tfrac{2B}{3}\right).
\]

Since \(u>v\), the energy rises where \(S>s\) and falls where \(S<s\), with \(s=4B/(5A)\). This \(s\) is not the density parameter \(r_s\).

The sum \(S\) decreases strictly. Take \(0\le x<y\le1\), and let \((a,b)\) and \((c,d)\) be the values of \((u,v)\) at \(x\) and \(y\). Then \(0\le d<b\le a<c\), and \(a^3+b^3=c^3+d^3=2\) gives

\[
(c-a)(c^2+ca+a^2)=(b-d)(b^2+bd+d^2).
\]

The quadratic factor on the left is the larger, so \(c-a<b-d\), that is, \(c+d<a+b\). Hence \(S\) falls from \(S(0)=2\) to \(S(1)=2^{1/3}\).

The window for \(B\) is the condition \(2^{1/3}<s<2\). Inside it, \(S\) crosses \(s\) once, and \(E\) rises to a single barrier and then falls. If \(s\le2^{1/3}\), the energy rises on all of \([0,1]\) and \(z=1\) is no minimum; if \(s\ge2\), it falls throughout and \(z=0\) is none.

At the barrier \(s^3=u^3+v^3+3uvs=2+3uvs\), while \((uv)^3=1-z^2\). Therefore

\[
z=\sqrt{1-\left(\frac{s^3-2}{3s}\right)^3}.
\]

Finally, \(E(0)=A-B\) and \(E(1)=2^{2/3}A-2^{1/3}B\). These are equal when \(B(2^{1/3}-1)=A(2^{2/3}-1)\), so \(B=(1+2^{1/3})A\approx2.26A\). This Bloch point lies in the window because \(2^{1/3}<3/2\).

## Energy, Fermi sum and strict minimum in Lean

```lean
import Mathlib

open Set

namespace SpinMetastability

noncomputable section
```

The function `energy` is \(E\), with real exponents and real coefficients.

```lean
/-- Kinetic plus exchange energy per electron at spin polarisation `z`, with kinetic
coefficient `A` and exchange coefficient `B`; the physical range is `-1 ≤ z ≤ 1`. -/
def energy (A B z : ℝ) : ℝ :=
  A * ((1 + z) ^ ((5 : ℝ) / 3) + (1 - z) ^ ((5 : ℝ) / 3)) / 2
    - B * ((1 + z) ^ ((4 : ℝ) / 3) + (1 - z) ^ ((4 : ℝ) / 3)) / 2
```

`fermiSum` is \(S\). Its two terms are the Fermi wave numbers of the spin species divided by \(k_F\).

```lean
/-- Sum of the Fermi wave numbers of the two spin species, in units of the wave number
of the unpolarised gas, for `-1 ≤ z ≤ 1`. -/
def fermiSum (z : ℝ) : ℝ := (1 + z) ^ ((1 : ℝ) / 3) + (1 - z) ^ ((1 : ℝ) / 3)
```

`barrier` takes the value \(s\) of that sum and returns a polarisation.

```lean
/-- The polarisation in `[0,1]` expressed through the sum `s` of the two reduced Fermi
wave numbers, for `2 ^ (1/3) ≤ s ≤ 2`. -/
def barrier (s : ℝ) : ℝ := √(1 - ((s ^ 3 - 2) / (3 * s)) ^ 3)
```

A strict local minimum is taken relative to \([0,1]\), so each end is compared with points on one side only.

```lean
/-- For `0 ≤ x ≤ 1`, the polarisation `x` is a strict local minimiser of `f` relative to the
interval `[0,1]`. -/
def StrictLocalMin (f : ℝ → ℝ) (x : ℝ) : Prop :=
  ∃ δ > 0, ∀ z ∈ Icc (0 : ℝ) 1, z ≠ x → |z - x| < δ → f x < f z
```

It would be wrong to look for the minimum at \(z=1\) by solving \(E'(1)=0\). In the window the slope there is negative, and \(z=1\) is a minimum because the polarisation can go no further. A definition that also compared \(z=1\) with points beyond it would make the claim false.

## The slope and the falling Fermi sum

Two auxiliary facts come first: cubing undoes the cube root of a nonnegative number, and the spin sums are continuous.

```lean
/-- The cube of the real cube root of a nonnegative density is that density. -/
theorem cbrt_cubed {x : ℝ} (hx : 0 ≤ x) : (x ^ ((1 : ℝ) / 3)) ^ 3 = x := by
  rw [← Real.rpow_natCast, ← Real.rpow_mul hx]
  norm_num

/-- A sum of equal nonnegative powers of the two spin densities is continuous in the
polarisation. -/
theorem continuous_spinSum {p : ℝ} (hp : 0 ≤ p) :
    Continuous fun z : ℝ => (1 + z) ^ p + (1 - z) ^ p := by
  have h1 : Continuous fun z : ℝ => 1 + z := by fun_prop
  have h2 : Continuous fun z : ℝ => 1 - z := by fun_prop
  exact (h1.rpow_const fun _ => Or.inr hp).add (h2.rpow_const fun _ => Or.inr hp)
```

`energy_slope` is the factorised derivative. The proof differentiates the four powers, writes the results through cube roots and leaves the factorisation to `ring`.

```lean
/-- For `-1 < z < 1` the slope of the energy is the difference of the two reduced Fermi wave
numbers times a factor linear in their sum. -/
theorem energy_slope (A B : ℝ) {z : ℝ} (h1 : -1 < z) (h2 : z < 1) :
    HasDerivAt (energy A B)
      (((1 + z) ^ ((1 : ℝ) / 3) - (1 - z) ^ ((1 : ℝ) / 3))
        * (5 * A / 6 * fermiSum z - 2 * B / 3)) z := by
  have hu : 0 < 1 + z := by linarith
  have hd : 0 < 1 - z := by linarith
  have du : HasDerivAt (fun y : ℝ => 1 + y) 1 z := (hasDerivAt_id' z).const_add 1
  have dd : HasDerivAt (fun y : ℝ => 1 - y) (-1) z := (hasDerivAt_id' z).const_sub 1
  have k (p : ℝ) := (du.rpow_const (p := p) (Or.inl hu.ne')).fun_add
    (dd.rpow_const (p := p) (Or.inl hd.ne'))
  have H := (((k (5 / 3)).const_mul A).div_const 2).fun_sub
    (((k (4 / 3)).const_mul B).div_const 2)
  -- both remaining powers are powers of the cube root
  have e5 : ∀ x : ℝ, 0 < x → x ^ ((5 : ℝ) / 3 - 1) = (x ^ ((1 : ℝ) / 3)) ^ 2 := by
    intro x hx
    rw [← Real.rpow_natCast, ← Real.rpow_mul hx.le]
    norm_num
  have e4 : (4 : ℝ) / 3 - 1 = 1 / 3 := by norm_num
  refine HasDerivAt.congr_deriv (f := energy A B) H ?_
  rw [e5 _ hu, e5 _ hd, e4]
  unfold fermiSum
  ring
```

In `fermiSum_falls`, the inner statement `key` is the comparison of cubes above, argued by contradiction: if \(b-d\le c-a\), the two sides of the identity could not be equal.

```lean
/-- As the polarisation grows from 0 to 1, the sum of the reduced Fermi wave numbers falls
strictly from `2` to `2 ^ (1/3)`. -/
theorem fermiSum_falls : StrictAntiOn fermiSum (Icc 0 1) ∧ fermiSum 0 = 2 ∧
    fermiSum 1 = 2 ^ ((1 : ℝ) / 3) := by
  -- at a fixed sum of cubes, spreading the two numbers lowers their sum
  have key : ∀ a b c d : ℝ, 0 ≤ d → d < b → b ≤ a → a < c →
      a ^ 3 + b ^ 3 = c ^ 3 + d ^ 3 → c + d < a + b := by
    intro a b c d hd hdb hba hac h
    by_contra hn
    have hn' : b - d ≤ c - a := by linarith [not_lt.mp hn]
    have hb : 0 ≤ b := by linarith
    have q1 : b ^ 2 ≤ a ^ 2 := pow_le_pow_left₀ hb hba 2
    have q2 : b * d ≤ a * c := mul_le_mul hba (by linarith) hd (by linarith)
    have q3 : d ^ 2 < c ^ 2 := pow_lt_pow_left₀ (by linarith) hd (by norm_num)
    have q4 : (b - d) * (b ^ 2 + b * d + d ^ 2) ≤ (c - a) * (b ^ 2 + b * d + d ^ 2) :=
      mul_le_mul_of_nonneg_right hn' (by positivity)
    have q5 : 0 < (c - a) * ((a ^ 2 + a * c + c ^ 2) - (b ^ 2 + b * d + d ^ 2)) :=
      mul_pos (by linarith) (by linarith)
    nlinarith
  refine ⟨?_, by norm_num [fermiSum], ?_⟩
  · intro x hx y hy hxy
    have hx0 := hx.1
    have hy1 := hy.2
    refine key _ _ _ _ (Real.rpow_nonneg (by linarith) _)
      (Real.rpow_lt_rpow (by linarith) (by linarith) (by norm_num))
      (Real.rpow_le_rpow (by linarith) (by linarith) (by norm_num))
      (Real.rpow_lt_rpow (by linarith) (by linarith) (by norm_num)) ?_
    rw [cbrt_cubed (by linarith), cbrt_cubed (by linarith), cbrt_cubed (by linarith),
      cbrt_cubed (by linarith)]
    ring
  · unfold fermiSum
    rw [sub_self (1 : ℝ), Real.zero_rpow (by norm_num : (1 : ℝ) / 3 ≠ 0), add_zero,
      one_add_one_eq_two]
```

`barrier_fermiSum` inverts \(S\) on \([0,1]\) by identifying the quotient in `barrier` with \(uv\).

```lean
/-- For `0 ≤ z ≤ 1` the closed formula `barrier` recovers the polarisation from the sum of the
reduced Fermi wave numbers. -/
theorem barrier_fermiSum {z : ℝ} (h0 : 0 ≤ z) (h1 : z ≤ 1) : barrier (fermiSum z) = z := by
  have hp := cbrt_cubed (x := 1 + z) (by linarith)
  have hq := cbrt_cubed (x := 1 - z) (by linarith)
  have p0 : 0 < (1 + z) ^ ((1 : ℝ) / 3) := Real.rpow_pos_of_pos (by linarith) _
  have q0 : 0 ≤ (1 - z) ^ ((1 : ℝ) / 3) := Real.rpow_nonneg (by linarith) _
  have hs : (fermiSum z ^ 3 - 2) / (3 * fermiSum z)
      = (1 + z) ^ ((1 : ℝ) / 3) * (1 - z) ^ ((1 : ℝ) / 3) := by
    unfold fermiSum
    rw [div_eq_iff (by linarith : 3 * ((1 + z) ^ ((1 : ℝ) / 3)
      + (1 - z) ^ ((1 : ℝ) / 3)) > 0).ne']
    linear_combination hp + hq
  unfold barrier
  rw [hs, mul_pow, hp, hq, show 1 - (1 + z) * (1 - z) = z ^ 2 by ring, Real.sqrt_sq h0]
```

## One barrier inside the window, none outside

`energy_monotone` turns the comparison of \(S\) with \(s\) into strict monotonicity on any subinterval \([a,b]\) of \([0,1]\). The sign of the slope is needed only in the interior.

```lean
/-- For `A > 0`, on a part of `[0,1]` the energy rises strictly if the sum of reduced Fermi wave
numbers exceeds `4B/(5A)` in its interior, and falls strictly if the sum is below that value. -/
theorem energy_monotone {A B a b : ℝ} (hA : 0 < A) (ha : 0 ≤ a) (hb : b ≤ 1) :
    ((∀ z ∈ Ioo a b, 4 * B / (5 * A) < fermiSum z) → StrictMonoOn (energy A B) (Icc a b)) ∧
    ((∀ z ∈ Ioo a b, fermiSum z < 4 * B / (5 * A)) → StrictAntiOn (energy A B) (Icc a b)) := by
  have hc : Continuous (energy A B) :=
    ((continuous_const.mul (continuous_spinSum (by norm_num))).div_const 2).sub
      ((continuous_const.mul (continuous_spinSum (by norm_num))).div_const 2)
  have hp : ∀ z ∈ Ioo a b, 0 < (1 + z) ^ ((1 : ℝ) / 3) - (1 - z) ^ ((1 : ℝ) / 3) :=
    fun z hz => sub_pos.2 (Real.rpow_lt_rpow (by linarith [hz.2]) (by linarith [hz.1])
      (by norm_num))
  constructor
  · intro h
    refine strictMonoOn_of_deriv_pos (convex_Icc a b) hc.continuousOn fun z hz => ?_
    rw [interior_Icc] at hz
    rw [(energy_slope A B (by linarith [hz.1]) (by linarith [hz.2])).deriv]
    have h' := h z hz
    rw [div_lt_iff₀ (by positivity)] at h'
    exact mul_pos (hp z hz) (by nlinarith)
  · intro h
    refine strictAntiOn_of_deriv_neg (convex_Icc a b) hc.continuousOn fun z hz => ?_
    rw [interior_Icc] at hz
    rw [(energy_slope A B (by linarith [hz.1]) (by linarith [hz.2])).deriv]
    have h' := h z hz
    rw [lt_div_iff₀ (by positivity)] at h'
    exact mul_neg_of_pos_of_neg (hp z hz) (by nlinarith)
```

`landscape` says that in the window the barrier lies strictly between 0 and 1, with the energy rising before it and falling after it. The intermediate value theorem supplies the crossing, and `barrier_fermiSum` gives its position.

```lean
/-- For `A > 0` and `(5/4) 2^(1/3) A < B < (5/2) A` the energy rises strictly from `z = 0` to a
single barrier, whose position is given in closed form, and falls strictly from there to `z = 1`. -/
theorem landscape {A B : ℝ} (hA : 0 < A) (h1 : 5 / 4 * 2 ^ ((1 : ℝ) / 3) * A < B)
    (h2 : B < 5 / 2 * A) :
    barrier (4 * B / (5 * A)) ∈ Ioo (0 : ℝ) 1 ∧
    StrictMonoOn (energy A B) (Icc 0 (barrier (4 * B / (5 * A)))) ∧
    StrictAntiOn (energy A B) (Icc (barrier (4 * B / (5 * A))) 1) := by
  obtain ⟨anti, s0, s1⟩ := fermiSum_falls
  have hc : Continuous fermiSum := continuous_spinSum (by norm_num)
  have hmem : 4 * B / (5 * A) ∈ Ioo (fermiSum 1) (fermiSum 0) := by
    rw [s0, s1]
    constructor
    · rw [lt_div_iff₀ (by positivity)]
      linarith
    · rw [div_lt_iff₀ (by positivity)]
      linarith
  -- the slope changes sign where the Fermi sum equals 4B/(5A)
  obtain ⟨z, hz, hzs⟩ := intermediate_value_Ioo' zero_le_one hc.continuousOn hmem
  rw [← hzs, barrier_fermiSum hz.1.le hz.2.le]
  refine ⟨hz, (energy_monotone hA le_rfl hz.2.le).1 fun w hw => ?_,
    (energy_monotone hA hz.1.le le_rfl).2 fun w hw => ?_⟩
  · rw [← hzs]
    exact anti ⟨hw.1.le, hw.2.le.trans hz.2.le⟩ ⟨hz.1.le, hz.2.le⟩ hw.2
  · rw [← hzs]
    exact anti ⟨hz.1.le, hz.2.le⟩ ⟨hz.1.le.trans hw.1.le, hw.2.le⟩ hw.1
```

`single_phase` treats the remaining values of \(B\), including both edges of the window.

```lean
/-- For `A > 0`, the energy rises strictly on all of `[0,1]` if `B ≤ (5/4) 2^(1/3) A`, and falls
strictly on all of `[0,1]` if `B ≥ (5/2) A`. -/
theorem single_phase {A B : ℝ} (hA : 0 < A) :
    (B ≤ 5 / 4 * 2 ^ ((1 : ℝ) / 3) * A → StrictMonoOn (energy A B) (Icc 0 1)) ∧
    (5 / 2 * A ≤ B → StrictAntiOn (energy A B) (Icc 0 1)) := by
  obtain ⟨anti, s0, s1⟩ := fermiSum_falls
  constructor
  · intro h
    refine (energy_monotone hA le_rfl le_rfl).1 fun z hz => ?_
    have hs := anti ⟨hz.1.le, hz.2.le⟩ ⟨zero_le_one, le_rfl⟩ hz.2
    refine lt_of_le_of_lt ?_ hs
    rw [s1, div_le_iff₀ (by positivity)]
    linarith
  · intro h
    refine (energy_monotone hA le_rfl le_rfl).2 fun z hz => ?_
    have hs := anti ⟨le_rfl, zero_le_one⟩ ⟨hz.1.le, hz.2.le⟩ hz.1
    refine lt_of_lt_of_le hs ?_
    rw [s0, le_div_iff₀ (by positivity)]
    linarith
```

## Both minima, and equal energies at the Bloch point

`bistable_iff` is the equivalence stated at the start. Outside the window, monotonicity yields a point arbitrarily near one end with lower energy than that end. Inside it, the distances from 0 and from 1 to the barrier serve as the two radii `δ`.

```lean
/-- For `A > 0`, the unpolarised and the fully polarised state are both strict local minimisers
of the energy on `[0,1]` exactly when `(5/4) 2^(1/3) A < B < (5/2) A`. -/
theorem bistable_iff {A B : ℝ} (hA : 0 < A) :
    (StrictLocalMin (energy A B) 0 ∧ StrictLocalMin (energy A B) 1) ↔
      (5 / 4 * 2 ^ ((1 : ℝ) / 3) * A < B ∧ B < 5 / 2 * A) := by
  constructor
  · rintro ⟨⟨δ, hδ, h0⟩, ⟨ε, hε, h1⟩⟩
    constructor
    · -- weak exchange: the energy rises all the way up to full polarisation
      by_contra hn
      have hm := (single_phase hA).1 (not_lt.mp hn)
      have hz0 : 0 ≤ max 0 (1 - ε / 2) := le_max_left _ _
      have hzε : 1 - ε / 2 ≤ max 0 (1 - ε / 2) := le_max_right _ _
      have hz1 : max 0 (1 - ε / 2) < 1 := max_lt one_pos (by linarith)
      have hlt := h1 _ ⟨hz0, hz1.le⟩ hz1.ne
        (abs_lt.mpr ⟨by linarith, by linarith⟩)
      exact lt_asymm hlt (hm ⟨hz0, hz1.le⟩ ⟨zero_le_one, le_rfl⟩ hz1)
    · -- strong exchange: the energy falls from zero polarisation onwards
      by_contra hn
      have hm := (single_phase hA).2 (not_lt.mp hn)
      have hz1 : min 1 (δ / 2) ≤ 1 := min_le_left _ _
      have hzδ : min 1 (δ / 2) ≤ δ / 2 := min_le_right _ _
      have hz0 : 0 < min 1 (δ / 2) := lt_min one_pos (by linarith)
      have hlt := h0 _ ⟨hz0.le, hz1⟩ hz0.ne'
        (abs_lt.mpr ⟨by linarith, by linarith⟩)
      exact lt_asymm hlt (hm ⟨le_rfl, zero_le_one⟩ ⟨hz0.le, hz1⟩ hz0)
  · rintro ⟨h1, h2⟩
    obtain ⟨hb, hm, ha⟩ := landscape hA h1 h2
    refine ⟨⟨_, hb.1, fun z hz hne hd => ?_⟩, ⟨_, sub_pos.2 hb.2, fun z hz hne hd => ?_⟩⟩
    · have hd' := (abs_lt.mp hd).2
      exact hm ⟨le_rfl, hb.1.le⟩ ⟨hz.1, by linarith⟩ (lt_of_le_of_ne hz.1 (Ne.symm hne))
    · have hd' := (abs_lt.mp hd).1
      exact ha ⟨by linarith, hz.2⟩ ⟨hb.2.le, le_rfl⟩ (lt_of_le_of_ne hz.2 hne)
```

`bloch_coexistence` states that at \(B=(1+2^{1/3})A\) the two energies agree and both states are strict local minimisers. With \(c=2^{1/3}\), the energy difference is \(E(0)-E(1)=\tfrac{Ac}{2}(c^3-2)=0\), and `bistable_iff` does the rest. That the lower state changes there is seen from the hand formulas for \(E(0)\) and \(E(1)\).

Here \(A\ge0\) would not be enough: for \(A=0\) the coefficient \(B\) vanishes too, the energy is zero everywhere, and neither state is a strict minimiser.

```lean
/-- For `A > 0` and `B = (1 + 2^(1/3)) A`, the unpolarised and the fully polarised state have
equal energy and both are strict local minimisers on `[0,1]`. -/
theorem bloch_coexistence {A : ℝ} (hA : 0 < A) :
    energy A ((1 + 2 ^ ((1 : ℝ) / 3)) * A) 0 = energy A ((1 + 2 ^ ((1 : ℝ) / 3)) * A) 1 ∧
    StrictLocalMin (energy A ((1 + 2 ^ ((1 : ℝ) / 3)) * A)) 0 ∧
    StrictLocalMin (energy A ((1 + 2 ^ ((1 : ℝ) / 3)) * A)) 1 := by
  have hc := cbrt_cubed (x := 2) (by norm_num)
  have hlt : (2 : ℝ) ^ ((1 : ℝ) / 3) < 3 / 2 :=
    lt_of_pow_lt_pow_left₀ 3 (by norm_num) (by rw [hc]; norm_num)
  constructor
  · have h5 : (2 : ℝ) ^ ((5 : ℝ) / 3) = (2 ^ ((1 : ℝ) / 3)) ^ 5 := by
      rw [← Real.rpow_natCast, ← Real.rpow_mul (by norm_num)]
      norm_num
    have h4 : (2 : ℝ) ^ ((4 : ℝ) / 3) = (2 ^ ((1 : ℝ) / 3)) ^ 4 := by
      rw [← Real.rpow_natCast, ← Real.rpow_mul (by norm_num)]
      norm_num
    unfold energy
    rw [add_zero, sub_zero, Real.one_rpow, Real.one_rpow, sub_self (1 : ℝ),
      Real.zero_rpow (by norm_num : (5 : ℝ) / 3 ≠ 0),
      Real.zero_rpow (by norm_num : (4 : ℝ) / 3 ≠ 0), one_add_one_eq_two, h5, h4]
    linear_combination A * 2 ^ ((1 : ℝ) / 3) / 2 * hc
  · exact (bistable_iff hA).2 ⟨by nlinarith, by nlinarith⟩

end

end SpinMetastability
```

```lean
#print axioms SpinMetastability.bloch_coexistence
```

```
'SpinMetastability.bloch_coexistence' depends on axioms: [propext, Classical.choice, Quot.sound]
```

The step from this model to a real electron gas is the assumption that \(E(z)\) is its energy: correlation is left out, and the two spin densities are taken as uniform in space, with one spin axis for the whole gas. A minimum in \(z\) therefore does not show that the state is stable against spin densities that vary in space.
